# The envelope theorem for a differentiable function along a differentiable path through a stationary point

When an energy depends on an external parameter both directly and through a state that relaxes with it, the relaxed state can be modelled as the result of a minimisation or simply as a given path x(t). The second choice is made here: the path runs through a real normed space, and stationarity, meaning that the derivative of the energy with respect to the state vanishes, is required only at the one parameter value t0 where the derivative along the path is taken.

```lean
import Mathlib

open Asymptotics Filter
open scoped Topology

namespace EnvelopeTheorem

variable {E F : Type*} [NormedAddCommGroup E] [NormedSpace ℝ E]
  [NormedAddCommGroup F] [NormedSpace ℝ F]

/-- The function `f(x(t), t)` of the parameter alone, obtained by letting the state follow
the path `x(t)`. -/
def relaxed (f : E × ℝ → F) (x : ℝ → E) : ℝ → F := fun t => f (x t, t)

/-- The state `x0` is stationary at parameter `t0`: the derivative of `f` with respect to the
state, at fixed parameter, exists and vanishes there. -/
def IsStationary (f : E × ℝ → F) (x0 : E) (t0 : ℝ) : Prop :=
  HasFDerivAt (fun y => f (y, t0)) (0 : E →L[ℝ] F) x0

/-- The derivative with respect to the state at fixed parameter is the total derivative
restricted to displacements of the state. -/
theorem hasFDerivAt_state {f : E × ℝ → F} {f' : E × ℝ →L[ℝ] F} {x0 : E} {t0 : ℝ}
    (hf : HasFDerivAt f f' (x0, t0)) :
    HasFDerivAt (fun y => f (y, t0)) (f'.comp (ContinuousLinearMap.inl ℝ E ℝ)) x0 :=
  hf.comp x0 (hasFDerivAt_prodMk_left x0 t0)

/-- The derivative with respect to the parameter at fixed state is the total derivative
applied to a unit displacement of the parameter. -/
theorem hasDerivAt_parameter {f : E × ℝ → F} {f' : E × ℝ →L[ℝ] F} {x0 : E} {t0 : ℝ}
    (hf : HasFDerivAt f f' (x0, t0)) :
    HasDerivAt (fun t => f (x0, t)) (f' (0, 1)) t0 := by
  have hp : HasDerivAt (fun t : ℝ => (x0, t)) ((0 : E), (1 : ℝ)) t0 :=
    (hasDerivAt_const t0 x0).prodMk (hasDerivAt_id t0)
  exact hf.comp_hasDerivAt t0 hp

/-- For `f` differentiable at `(x(t0), t0)` and a path with velocity `v` at `t0`, the derivative
of `f(x(t), t)` is a response term, linear in `v`, plus the explicit parameter derivative. -/
theorem total_derivative {f : E × ℝ → F} {x : ℝ → E} {v : E} {t0 : ℝ}
    (hf : DifferentiableAt ℝ f (x t0, t0)) (hx : HasDerivAt x v t0) :
    HasDerivAt (relaxed f x)
      (fderiv ℝ (fun y => f (y, t0)) (x t0) v + deriv (fun t => f (x t0, t)) t0) t0 := by
  have h := hf.hasFDerivAt
  have hp : HasDerivAt (fun t : ℝ => (x t, t)) (v, (1 : ℝ)) t0 :=
    hx.prodMk (hasDerivAt_id t0)
  have hc : HasDerivAt (relaxed f x) (fderiv ℝ f (x t0, t0) (v, 1)) t0 := by
    refine HasFDerivAt.comp_hasDerivAt t0 ?_ hp
    exact h
  -- split the displacement into a state part and a parameter part
  have hs : ((v, 1) : E × ℝ) = (v, 0) + (0, 1) := by simp
  rw [hs, map_add] at hc
  rw [(hasFDerivAt_state h).fderiv, (hasDerivAt_parameter h).deriv]
  exact hc

/-- **Envelope theorem.** If `f` is differentiable at `(x(t0), t0)`, the state `x(t0)` is
stationary and the path is differentiable at `t0`, then the derivative of `f(x(t), t)` at `t0`
is the explicit parameter derivative at fixed state. -/
theorem envelope {f : E × ℝ → F} {x : ℝ → E} {t0 : ℝ}
    (hf : DifferentiableAt ℝ f (x t0, t0)) (hs : IsStationary f (x t0) t0)
    (hx : DifferentiableAt ℝ x t0) :
    HasDerivAt (relaxed f x) (deriv (fun t => f (x t0, t)) t0) t0 := by
  have h := total_derivative hf hx.hasDerivAt
  have h0 : fderiv ℝ (fun y => f (y, t0)) (x t0) = 0 := HasFDerivAt.fderiv hs
  rw [h0, zero_apply, zero_add] at h
  exact h

/-- For `f` and the path differentiable, but the state not necessarily stationary, the error of
the explicit parameter derivative is at most the norm of the residual state gradient times
the norm of the response `x'(t0)`. -/
theorem residual_gradient_bound {f : E × ℝ → F} {x : ℝ → E} {t0 : ℝ}
    (hf : DifferentiableAt ℝ f (x t0, t0)) (hx : DifferentiableAt ℝ x t0) :
    ‖deriv (relaxed f x) t0 - deriv (fun t => f (x t0, t)) t0‖
      ≤ ‖fderiv ℝ (fun y => f (y, t0)) (x t0)‖ * ‖deriv x t0‖ := by
  rw [(total_derivative hf hx.hasDerivAt).deriv, add_sub_cancel_right]
  exact ContinuousLinearMap.le_opNorm _ _

/-- For `f` differentiable at `(x0, t0)`, the state `x0` is stationary exactly when the explicit
parameter derivative is the derivative of `f(x(t), t)` at `t0` for every path through `x0` at
`t0` that is differentiable there. -/
theorem stationary_iff_envelope {f : E × ℝ → F} {x0 : E} {t0 : ℝ}
    (hf : DifferentiableAt ℝ f (x0, t0)) :
    IsStationary f x0 t0 ↔ ∀ x : ℝ → E, x t0 = x0 → DifferentiableAt ℝ x t0 →
      HasDerivAt (relaxed f x) (deriv (fun t => f (x0, t)) t0) t0 := by
  constructor
  · intro hs x hx0 hx
    have h := envelope (f := f) (x := x) (t0 := t0)
      (by rw [hx0]; exact hf) (by rw [hx0]; exact hs) hx
    rw [hx0] at h
    exact h
  · intro h
    have hv : ∀ v, fderiv ℝ (fun y => f (y, t0)) x0 v = 0 := by
      intro v
      -- probe the gradient with the straight path of velocity `v`
      obtain ⟨p, hp0, hp⟩ : ∃ p : ℝ → E, p t0 = x0 ∧ HasDerivAt p v t0 := by
        refine ⟨fun t => x0 + (t - t0) • v, by simp, ?_⟩
        have h1 : HasDerivAt (fun t : ℝ => x0 + (t - t0) • v) ((1 : ℝ) • v) t0 :=
          (((hasDerivAt_id t0).sub_const t0).smul_const v).const_add x0
        rw [one_smul] at h1
        exact h1
      have ht := total_derivative (f := f) (x := p) (by rw [hp0]; exact hf) hp
      rw [hp0] at ht
      have he := ht.unique (h p hp0 hp.differentiableAt)
      exact add_right_cancel (he.trans (zero_add _).symm)
    have hd := (hasFDerivAt_state hf.hasFDerivAt).differentiableAt.hasFDerivAt
    have h0 : fderiv ℝ (fun y => f (y, t0)) x0 = 0 := ContinuousLinearMap.ext hv
    rw [h0] at hd
    exact hd

/-- The envelope theorem for a path that need not be differentiable: with `f` differentiable and
the state stationary at `t0`, it is enough that `x(t) - x(t0)` is of order `t - t0`. -/
theorem envelope_of_isBigO {f : E × ℝ → F} {x : ℝ → E} {t0 : ℝ}
    (hf : DifferentiableAt ℝ f (x t0, t0)) (hs : IsStationary f (x t0) t0)
    (hx : (fun t => x t - x t0) =O[𝓝 t0] (fun t => t - t0)) :
    HasDerivAt (relaxed f x) (deriv (fun t => f (x t0, t)) t0) t0 := by
  have h := hf.hasFDerivAt
  have h0 := (hasFDerivAt_state h).unique hs
  have hu : (fun t => (x t - x t0, t - t0)) =O[𝓝 t0] (fun t => t - t0) :=
    hx.prod_left (isBigO_refl _ _)
  have ht : Tendsto (fun t : ℝ => t - t0) (𝓝 t0) (𝓝 0) := by
    have hc : Continuous (fun t : ℝ => t - t0) := by fun_prop
    have h1 := hc.tendsto t0
    rw [sub_self] at h1
    exact h1
  -- the Taylor remainder along the path is small compared with `t - t0`
  have ho := ((hasFDerivAt_iff_isLittleO_nhds_zero.mp h).comp_tendsto
    (hu.trans_tendsto ht)).trans_isBigO hu
  rw [(hasDerivAt_parameter h).deriv, hasDerivAt_iff_isLittleO]
  refine ho.congr_left fun t => ?_
  have hv : fderiv ℝ f (x t0, t0) (x t - x t0, 0) = 0 :=
    DFunLike.congr_fun h0 (x t - x t0)
  have hsplit : ((x t - x t0, t - t0) : E × ℝ)
      = (x t - x t0, 0) + (t - t0) • ((0 : E), (1 : ℝ)) := by simp
  have hl : fderiv ℝ f (x t0, t0) (x t - x t0, t - t0)
      = (t - t0) • fderiv ℝ f (x t0, t0) (0, 1) := by
    rw [hsplit, map_add, map_smul, hv, zero_add]
  have hp : ((x t0, t0) : E × ℝ) + (x t - x t0, t - t0) = (x t, t) := by simp
  simp only [Function.comp_apply, relaxed, hl, hp]

/-- Continuity of the path is not enough: for `f(x, t) = x ^ 2` and `x(t) = √|t|` the state is
stationary at `t = 0`, yet `f(x(t), t)` has no derivative there. -/
theorem continuous_path_insufficient :
    Differentiable ℝ (fun p : ℝ × ℝ => p.1 ^ 2) ∧
    IsStationary (fun p : ℝ × ℝ => p.1 ^ 2) (√|(0 : ℝ)|) 0 ∧
    Continuous (fun t : ℝ => √|t|) ∧
    ¬ DifferentiableAt ℝ (relaxed (fun p : ℝ × ℝ => p.1 ^ 2) (fun t => √|t|)) 0 := by
  refine ⟨by fun_prop, ?_, Real.continuous_sqrt.comp continuous_abs, ?_⟩
  · rw [abs_zero, Real.sqrt_zero]
    have h : HasDerivAt (fun y : ℝ => y ^ 2) 0 0 := by
      simpa using hasDerivAt_pow 2 (0 : ℝ)
    change HasFDerivAt (fun y : ℝ => y ^ 2) (0 : ℝ →L[ℝ] ℝ) 0
    exact h.hasFDerivAt.congr_fderiv (by ext; simp)
  · -- the relaxed function is the absolute value
    have h : relaxed (fun p : ℝ × ℝ => p.1 ^ 2) (fun t => √|t|) = (abs : ℝ → ℝ) := by
      funext t
      exact Real.sq_sqrt (abs_nonneg t)
    rw [h]
    exact not_differentiableAt_abs_zero

end EnvelopeTheorem
```

```lean
#print axioms EnvelopeTheorem.residual_gradient_bound
-- 'EnvelopeTheorem.residual_gradient_bound' depends on axioms: [propext, Classical.choice, Quot.sound]
#print axioms EnvelopeTheorem.stationary_iff_envelope
-- 'EnvelopeTheorem.stationary_iff_envelope' depends on axioms: [propext, Classical.choice, Quot.sound]
#print axioms EnvelopeTheorem.envelope_of_isBigO
-- 'EnvelopeTheorem.envelope_of_isBigO' depends on axioms: [propext, Classical.choice, Quot.sound]
#print axioms EnvelopeTheorem.continuous_path_insufficient
-- 'EnvelopeTheorem.continuous_path_insufficient' depends on axioms: [propext, Classical.choice, Quot.sound]
```

## A path, a stationary point and two derivatives

The function f takes a pair (x, t), a state and a real parameter. The letters differ from common use in physics: `E` is the space of states and not an energy, `F` is the space of values and not a force, and t is any real parameter, not necessarily time. For an energy, `F` is ℝ. Both spaces may be infinite-dimensional.

`relaxed f x` is the function t ↦ f(x(t), t), whose derivative is wanted. The explicit parameter derivative, `deriv (fun t => f (x t0, t)) t0`, holds the state at x(t0) and varies only the second argument.

`IsStationary f x0 t0` says that y ↦ f(y, t0) has Fréchet derivative zero at x0. A minimum is not required: saddle points and maxima qualify as well, and nothing is asked of the states at other parameter values.

The theorem `envelope` has three hypotheses: f is Fréchet differentiable at (x(t0), t0), x(t0) is stationary, and the path is differentiable at t0. It concludes that `relaxed f x` is differentiable at t0 and that its derivative there is the explicit one.

Four further theorems mark out the range of this statement:

- `residual_gradient_bound` omits stationarity and bounds the error of the explicit derivative by the norm of the state gradient times the norm of x′(t0).
- `stationary_iff_envelope` says that, for f differentiable at (x0, t0), the explicit derivative is correct along every differentiable path through x0 exactly when x0 is stationary.
- `envelope_of_isBigO` replaces differentiability of the path by the weaker condition that x(t) − x(t0) is of order t − t0. A path with a kink is allowed.
- `continuous_path_insufficient` gives an example in which the path is merely continuous and the conclusion fails.

## Forces and other first-order properties

In a variational calculation, x collects the free parameters of a trial function ψ(x) and t may be a nuclear coordinate or a field strength. The energy is

f(x, t) = ⟨ψ(x)|H(t)|ψ(x)⟩ / ⟨ψ(x)|ψ(x)⟩.

For a finite set of real parameters x, and trial functions that do not themselves depend on t, the explicit derivative is the Hellmann–Feynman expression

⟨ψ(x)|∂H/∂t|ψ(x)⟩ / ⟨ψ(x)|ψ(x)⟩,

which, at a stationary x and along a path differentiable at t0, is also the derivative of the relaxed energy, so x′(t0) need not be computed. If the trial functions depend on t as well, as they do with basis functions centred on moving nuclei, the explicit derivative also contains terms from ∂ψ/∂t at fixed x, but still no x′(t0).

Differentiability of f means that the energy change under small joint changes of state and parameter is linear up to a remainder of smaller order. Stationarity stands for a converged optimisation at t0 with respect to every state coordinate. Constraints such as orthonormal orbitals do not appear in the model; they have to be built into the coordinates or into f.

The step left to the application is to show that the optimised states form a path of the required kind near t0. The theorems take the path as given and do not derive it from the optimisation.

## Why the response term vanishes

Write x0 = x(t0), and let L be the total derivative of f at (x0, t0). For a state displacement u and a parameter displacement s,

f(x0 + u, t0 + s) = f(x0, t0) + L(u, s) + r(u, s),

where r(u, s) is small compared with ‖(u, s)‖ = max(‖u‖, |s|) as (u, s) → 0.

Setting s = 0 shows that the derivative with respect to the state is the linear map A given by A u = L(u, 0). Setting u = 0 shows that the explicit parameter derivative is b = L(0, 1). By linearity,

L(u, s) = L(u, 0) + s L(0, 1) = A u + s b.

Now follow the path, with u = x(t0 + s) − x0. If its velocity at t0 is v, then u = s v + o(s). Hence ‖(u, s)‖ is at most a constant times |s| for small s, and r(u, s) = o(s). Since A is linear and continuous, A u = s A v + o(s), so

f(x(t0 + s), t0 + s) − f(x0, t0) = s (A v + b) + o(s).

Dividing by s and letting s → 0 gives

d/dt f(x(t), t) at t0 = A v + b.

The first term is the response of the state and the second is the explicit derivative. Stationarity means A = 0, which leaves b.

Without stationarity, the error of the explicit derivative is A v, and

‖A v‖ ≤ ‖A‖ ‖v‖.

For the converse, choose any v and take the straight path x(t) = x0 + (t − t0) v. If the explicit derivative is correct along it, then A v + b = b, so A v = 0. As v was arbitrary, A = 0.

A velocity is not needed when A = 0. Suppose only that ‖u‖ ≤ C |s| for small s, with some constant C. Then ‖(u, s)‖ ≤ max(C, 1) |s|, so again r(u, s) = o(s), and

f(x(t0 + s), t0 + s) − f(x0, t0) = s b + o(s).

Continuity alone does not give this estimate. For f(x, t) = x² and x(t) = √|t|, the state at t = 0 is x = 0, where the derivative 2x vanishes. Along the path, however,

f(x(t), t) = (√|t|)² = |t|,

whose difference quotients at 0 are +1 from the right and −1 from the left. The displacement is of order √|t|, so the quadratic remainder is of first order in |t|. For t ≠ 0 the derivative 2x is not zero on this path, so the example is a path through a stationary point but not a path of optimised states.

## The same steps in Lean

`hasFDerivAt_state` and `hasDerivAt_parameter` produce A and b. The first composes f with the inclusion y ↦ (y, t0), and the second with t ↦ (x0, t), whose velocity is (0, 1).

`total_derivative` applies the chain rule to t ↦ (x(t), t), whose velocity is (v, 1). The equation `hs` splits this vector into (v, 0) + (0, 1), and `map_add` carries the splitting through the total derivative. The two preceding lemmas then identify the summands as A v and b.

`envelope` converts stationarity into the equation `h0`, which says that the state gradient is zero, and removes the response term. `residual_gradient_bound` subtracts the explicit term instead and applies the operator-norm inequality `le_opNorm`.

In `stationary_iff_envelope`, the forward direction is `envelope`. The reverse direction builds the straight path `p` and compares two expressions for the same derivative using `ht.unique`. This gives A v = 0 for every v, and `ContinuousLinearMap.ext` turns that into A = 0. Differentiability of f at (x0, t0) ensures that the state derivative exists, as `IsStationary` requires.

`envelope_of_isBigO` works with the remainder directly. Here `hu` is the bound on the joint displacement, `ht` says that t − t0 tends to zero, and `ho` combines them with the definition of the Fréchet derivative to make the remainder o(t − t0). The equation `hl` reduces the linear part to (t − t0) b, using stationarity through `hv`.

The proof of `continuous_path_insufficient` checks the four parts of the example in turn. For the last, `Real.sq_sqrt` identifies the relaxed function with the absolute value, and Mathlib's `not_differentiableAt_abs_zero` finishes the argument.
